# A two-component half-chain whose solutions at energy s are exactly the multiples of μⁿ(1, 1)

The model is one non-interacting particle on a half-infinite chain with sites n = 0, 1, 2, … and two components per site. Its Hamiltonian is (Hψ)_n = (sσ_x + μσ_z)ψ_n + Tψ_{n+1} + T†ψ_{n−1}, with s and μ real, T = −(σ_z + iσ_y)/2 and ψ_{−1} = 0 beyond the surface. The theorem `isStationary_energy_s_iff` says that ψ solves Hψ = sψ on every site exactly when ψ_n = c μⁿ(1, 1) for some complex c, with μ⁰ = 1 even at μ = 0. Neither decay nor normalisability is asked of ψ, so the statement holds for every real μ, and c = 0 is allowed. For the forward direction, the attempt uses recurrences for the sum and difference of the two components: it shows that the difference vanishes on every site, then by induction that the first component is geometric.

As first written in Lean, the proof fails:

```lean
import Mathlib

open Matrix

namespace IsStationaryEnergySIff

noncomputable section

/-- The Pauli matrix `σ_x`. -/
def pauliX : Matrix (Fin 2) (Fin 2) ℂ := !![0, 1; 1, 0]

/-- The Pauli matrix `σ_y`. -/
def pauliY : Matrix (Fin 2) (Fin 2) ℂ := !![0, -Complex.I; Complex.I, 0]

/-- The Pauli matrix `σ_z`. -/
def pauliZ : Matrix (Fin 2) (Fin 2) ℂ := !![1, 0; 0, -1]

/-- The hopping matrix `T = -(σ_z + i σ_y)/2`. -/
def hop : Matrix (Fin 2) (Fin 2) ℂ := (-(1 / 2) : ℂ) • (pauliZ + Complex.I • pauliY)

/-- The amplitude on the site to the left, which is zero beyond the surface. -/
def previous (ψ : ℕ → Fin 2 → ℂ) : ℕ → Fin 2 → ℂ
  | 0 => 0
  | n + 1 => ψ n

/-- The half-chain Hamiltonian
`(H ψ)_n = (s σ_x + μ σ_z) ψ_n + T ψ_(n+1) + T^H ψ_(n-1)` with `ψ_(-1) = 0`. -/
def hamiltonian (s μ : ℝ) (ψ : ℕ → Fin 2 → ℂ) (n : ℕ) : Fin 2 → ℂ :=
  ((s : ℂ) • pauliX + (μ : ℂ) • pauliZ) *ᵥ ψ n + hop *ᵥ ψ (n + 1) + hopᴴ *ᵥ previous ψ n

/-- `ψ` solves the stationary equation `H ψ = E ψ` on every site. -/
def IsStationary (s μ E : ℝ) (ψ : ℕ → Fin 2 → ℂ) : Prop :=
  ∀ n, hamiltonian s μ ψ n = (E : ℂ) • ψ n

/-- The geometric function `ψ_n = μ^n (1, 1)`, for any real `μ`. -/
def edgeState (μ : ℝ) : ℕ → Fin 2 → ℂ := fun n _ => (μ : ℂ) ^ n

/-- The entries of the hopping matrix. -/
lemma hop_eq : hop = !![-1 / 2, -1 / 2; 1 / 2, 1 / 2] := by
  ext i j
  fin_cases i <;> fin_cases j <;> simp [hop, pauliY, pauliZ] <;> norm_num

/-- The entries of the adjoint hopping matrix. -/
lemma hop_adjoint_eq : hopᴴ = !![-1 / 2, 1 / 2; -1 / 2, 1 / 2] := by
  rw [hop_eq]
  ext i j
  fin_cases i <;> fin_cases j <;> simp [Matrix.conjTranspose_apply]

/-- In the sum and difference of the two components, the stationary equation becomes a pair of
scalar recurrences. -/
theorem isStationary_iff (s μ E : ℝ) (ψ : ℕ → Fin 2 → ℂ) :
    IsStationary s μ E ψ ↔ ∀ n,
      ((E : ℂ) - s) * (ψ n 0 + ψ n 1)
        = μ * (ψ n 0 - ψ n 1) - (previous ψ n 0 - previous ψ n 1) ∧
      ((E : ℂ) + s) * (ψ n 0 - ψ n 1)
        = μ * (ψ n 0 + ψ n 1) - (ψ (n + 1) 0 + ψ (n + 1) 1) := by
  unfold IsStationary
  refine forall_congr' fun n => ?_
  have c0 : hamiltonian s μ ψ n 0 = s * ψ n 1 + μ * ψ n 0
      - (ψ (n + 1) 0 + ψ (n + 1) 1) / 2 - (previous ψ n 0 - previous ψ n 1) / 2 := by
    rw [hamiltonian, hop_adjoint_eq, hop_eq]
    simp [pauliX, pauliZ, dotProduct, Fin.sum_univ_two]
    ring
  have c1 : hamiltonian s μ ψ n 1 = s * ψ n 0 - μ * ψ n 1
      + (ψ (n + 1) 0 + ψ (n + 1) 1) / 2 - (previous ψ n 0 - previous ψ n 1) / 2 := by
    rw [hamiltonian, hop_adjoint_eq, hop_eq]
    simp [pauliX, pauliZ, dotProduct, Fin.sum_univ_two]
    ring
  rw [funext_iff, Fin.forall_fin_two, c0, c1]
  simp only [Pi.smul_apply, smul_eq_mul]
  constructor
  · rintro ⟨h0, h1⟩
    exact ⟨by linear_combination -h0 - h1, by linear_combination h1 - h0⟩
  · rintro ⟨h0, h1⟩
    exact ⟨by linear_combination -(h0 + h1) / 2, by linear_combination (h1 - h0) / 2⟩

/-- The solutions at energy `s` are exactly the multiples of `μ^n (1, 1)`. -/
theorem isStationary_energy_s_iff (s μ : ℝ) (ψ : ℕ → Fin 2 → ℂ) :
    IsStationary s μ s ψ ↔ ∃ c : ℂ, ψ = c • edgeState μ := by
  rw [isStationary_iff]
  constructor
  · intro h
    -- the difference of the components vanishes, starting from the surface
    have hv : ∀ n, ψ n 0 - ψ n 1 = 0 := by
      rcases eq_or_ne μ 0 with rfl | hμ
      · intro n
        have q := (h (n + 1)).1
        simp only [previous, Complex.ofReal_zero] at q
        linear_combination -q
      · have hμ' : (μ : ℂ) ≠ 0 := Complex.ofReal_ne_zero.2 hμ
        intro n
        induction n with
        | zero =>
          have q := (h 0).1
          simp only [previous, Pi.zero_apply] at q
          exact (mul_eq_zero.1 (by linear_combination -q :
            (μ : ℂ) * (ψ 0 0 - ψ 0 1) = 0)).resolve_left hμ'
        | succ n ih =>
          have q := (h (n + 1)).1
          simp only [previous] at q
          exact (mul_eq_zero.1 (by linear_combination ih - q :
            (μ : ℂ) * (ψ (n + 1) 0 - ψ (n + 1) 1) = 0)).resolve_left hμ'
    -- the common component is geometric
    have hg : ∀ n, ψ n 0 = ψ 0 0 * (μ : ℂ) ^ n := by
      intro n
      induction n with
      | zero => simp
      | succ n ih =>
        rw [pow_succ]
        linear_combination (μ : ℂ) * ih - (h n).2 / 2 + hv (n + 1) / 2
          + ((s : ℂ) - μ / 2) * hv n
    refine ⟨ψ 0 0, ?_⟩
    rw [funext_iff]
    intro n
    rw [funext_iff, Fin.forall_fin_two]
    simp only [Pi.smul_apply, smul_eq_mul, edgeState]
    exact ⟨hg n, by linear_combination hg n - hv n⟩
  · rintro ⟨c, rfl⟩ n
    simp only [Pi.smul_apply, smul_eq_mul, edgeState]
    refine ⟨?_, by ring⟩
    cases n <;> simp [previous, edgeState]

end

end IsStationaryEnergySIff
```

Compiling this gives:

```
Main.lean:89:8: error: ring failed, ring expressions not equal
s : ℝ
ψ : ℕ → Fin 2 → ℂ
h :
  ∀ (n : ℕ),
    (↑s - ↑s) * (ψ n 0 + ψ n 1) = ↑0 * (ψ n 0 - ψ n 1) - (previous ψ n 0 - previous ψ n 1) ∧
      (↑s + ↑s) * (ψ n 0 - ψ n 1) = ↑0 * (ψ n 0 + ψ n 1) - (ψ (n + 1) 0 + ψ (n + 1) 1)
n : ℕ
q : (↑s - ↑s) * (ψ (n + 1) 0 + ψ (n + 1) 1) = 0 * (ψ (n + 1) 0 - ψ (n + 1) 1) - (ψ n 0 - ψ n 1)
⊢ ψ n 0 * 2 - ψ n 1 * 2 = 0
Main.lean:110:8: error: ring failed, ring expressions not equal
s μ : ℝ
ψ : ℕ → Fin 2 → ℂ
h :
  ∀ (n : ℕ),
    (↑s - ↑s) * (ψ n 0 + ψ n 1) = ↑μ * (ψ n 0 - ψ n 1) - (previous ψ n 0 - previous ψ n 1) ∧
      (↑s + ↑s) * (ψ n 0 - ψ n 1) = ↑μ * (ψ n 0 + ψ n 1) - (ψ (n + 1) 0 + ψ (n + 1) 1)
hv : ∀ (n : ℕ), ψ n 0 - ψ n 1 = 0
n : ℕ
ih : ψ n 0 = ψ 0 0 * ↑μ ^ n
⊢ ψ (n + 1) 0 - ↑μ * ψ n 0 - ↑μ * ψ n 1 + ψ (n + 1) 1 = 0
```

Cause. Both errors are sign mistakes in `linear_combination`, which subtracts the proposed combination of equations from the goal and asks `ring` to show that nothing remains. `ring` does not use the hypotheses itself.

In the first, at μ = 0, the left side of `q` minus its right side is already `ψ n 0 - ψ n 1`, just as in the goal. Taking `-q` therefore doubles the difference instead of cancelling it, and the message shows the doubled remainder. Using `q` leaves zero.

In the second, `(h n).2` contains the next site's sum with a minus sign on the right, so with both sides gathered on the left it enters with a plus. The goal needs half of that sum, hence `+ (h n).2 / 2`. With the minus sign, the remainder is the next site's sum less μ times the present one, as the message shows. Reversing this sign also reverses the term in s that `(h n).2` brings in, so the coefficient of `hv n` must change from `s - μ / 2` to `-(s + μ / 2)`; its μ part stays the same.

As a diff, the version that Lean accepts:

```diff
@@ -87,5 +87,5 @@
         have q := (h (n + 1)).1
         simp only [previous, Complex.ofReal_zero] at q
-        linear_combination -q
+        linear_combination q
       · have hμ' : (μ : ℂ) ≠ 0 := Complex.ofReal_ne_zero.2 hμ
         intro n
@@ -108,6 +108,6 @@
       | succ n ih =>
         rw [pow_succ]
-        linear_combination (μ : ℂ) * ih - (h n).2 / 2 + hv (n + 1) / 2
-          + ((s : ℂ) - μ / 2) * hv n
+        linear_combination (μ : ℂ) * ih + (h n).2 / 2 + hv (n + 1) / 2
+          - ((s : ℂ) + μ / 2) * hv n
     refine ⟨ψ 0 0, ?_⟩
     rw [funext_iff]
```
